# In the depletion approximation, doping that increases with depth makes the $1/C^2$ tangent overestimate the built-in potential

Extrapolating a tangent of $1/C^2$ against voltage to zero is a way to read off a junction's built-in potential. In the depletion approximation, taken here to neglect mobile carriers in the depleted layer and any field beyond its edge, the answer is too large if the doping increases strictly with depth, and it changes with the bias at which the tangent is drawn. The parts below find the size and sign of the error for a one-dimensional layer, depleted from $x=0$ to a sharp edge at $x=W$, as in a Schottky contact or a one-sided junction. The formulas give an approximate check on the capacitance output of a device simulation, which need not assume a sharp edge.

```lean
import Mathlib

open Filter Topology MeasureTheory

namespace GradedDopingProfile

noncomputable section
```

Let $N(x)$ be the doping at depth $x$, $q$ the elementary charge and $\varepsilon$ the permittivity. With charge density $qN$ in the layer and no field at $x=W$, Poisson's equation gives the band bending

$$\Phi(W)=\frac{q}{\varepsilon}\int_0^W xN(x)\,dx .$$

```lean
/-- Total band bending `(q/ε) ∫₀^W x N(x) dx` across a depletion layer of width `W` with doping
profile `N`, for permittivity `ε ≠ 0`. -/
def bandBending (q ε : ℝ) (N : ℝ → ℝ) (W : ℝ) : ℝ :=
  q / ε * ∫ x in (0 : ℝ)..W, x * N x
```

The capacitance per area is taken to be $C=\varepsilon/W$, because a small voltage change moves charge only at the edge, as on a capacitor plate. Defining $C$ as $dQ/dV$ with $Q=q\int_0^W N\,dx$ instead would make this formula a result to be derived.

```lean
/-- Depletion capacitance per unit area `ε / W`, for width `W ≠ 0`. -/
def capacitance (ε W : ℝ) : ℝ := ε / W
```

Let $w(V)$ be the width at which the band bending is $V$, an inverse of $\Phi$ on $[0,\infty)$.

```lean
/-- The depletion width `W ≥ 0` at which the band bending equals `V`, for voltages `V` that
are reached by exactly one such width. -/
def depletionWidth (q ε : ℝ) (N : ℝ → ℝ) (V : ℝ) : ℝ :=
  Function.invFunOn (bandBending q ε N) (Set.Ici 0) V
```

The measured curve is then a function of voltage, $F(V)=1/C^2=w(V)^2/\varepsilon^2$.

```lean
/-- The curve `1/C²` as a function of the total band bending `V`, for voltages `V` with a
nonzero depletion width and for `ε ≠ 0`. -/
def invSqCap (q ε : ℝ) (N : ℝ → ℝ) (V : ℝ) : ℝ :=
  1 / capacitance ε (depletionWidth q ε N V) ^ 2
```

Its tangent is built from the derivative of the curve itself.

```lean
/-- The tangent line to the curve `f` at `x₀`, evaluated at `x`, for `f` differentiable
at `x₀`. -/
def tangentLine (f : ℝ → ℝ) (x₀ x : ℝ) : ℝ := f x₀ + deriv f x₀ * (x - x₀)
```

Throughout, $N$ is continuous on $[0,\infty)$, written `ContinuousOn N (Set.Ici 0)`. From (b) on, $q,\varepsilon>0$ and $N>0$ at every depth $x\ge0$.

## (a) Integrating the dipole density

Show that $\int_a^b xN(x)\,dx$ exists for all $a,b\ge 0$.

**Solution.** The product $xN(x)$ is continuous on the closed interval between $a$ and $b$, which lies in $[0,\infty)$, so it is integrable there.

```lean
variable {q ε W : ℝ} {N : ℝ → ℝ}

/-- For a profile continuous on `[0,∞)`, the dipole density `x N(x)` is integrable between any
two nonnegative depths. -/
theorem integrable_moment (hc : ContinuousOn N (Set.Ici 0)) {a b : ℝ} (ha : 0 ≤ a)
    (hb : 0 ≤ b) : IntervalIntegrable (fun x => x * N x) volume a b := by
  have h : ContinuousOn (fun x => x * N x) (Set.Ici 0) := continuousOn_id.mul hc
  exact (h.mono (fun x hx => le_trans (le_inf ha hb) hx.1)).intervalIntegrable
```

## (b) Recovering the width from the voltage

Show that $w(\Phi(W))=W$ for $W\ge0$.

**Solution.** For $0\le a<b$,

$$\Phi(b)-\Phi(a)=\frac q\varepsilon\int_a^b xN(x)\,dx>0 .$$

So $\Phi$ is strictly increasing (`hmono`), hence injective, and its inverse returns $W$.

```lean
/-- For continuous positive doping and `q, ε > 0`, the depletion width belonging to the band
bending of a layer of width `W ≥ 0` is `W` itself. -/
theorem depletionWidth_bandBending (hq : 0 < q) (hε : 0 < ε)
    (hc : ContinuousOn N (Set.Ici 0)) (hp : ∀ x, 0 ≤ x → 0 < N x) (hW : 0 ≤ W) :
    depletionWidth q ε N (bandBending q ε N W) = W := by
  -- a wider layer carries a strictly larger band bending
  have hmono : StrictMonoOn (bandBending q ε N) (Set.Ici 0) := by
    intro a ha b hb hab
    have ha' : 0 ≤ a := ha
    have hb' : 0 ≤ b := hb
    have h1 := intervalIntegral.integral_add_adjacent_intervals
      (integrable_moment hc le_rfl ha') (integrable_moment hc ha' hb')
    have h2 : 0 < ∫ x in a..b, x * N x :=
      intervalIntegral.intervalIntegral_pos_of_pos_on (integrable_moment hc ha' hb')
        (fun x hx => mul_pos (lt_of_le_of_lt ha' hx.1)
          (hp x (le_trans ha' (le_of_lt hx.1)))) hab
    exact mul_lt_mul_of_pos_left (by linarith) (div_pos hq hε)
  exact hmono.injOn.leftInvOn_invFunOn hW
```

## (c) The slope measures the doping at the edge

For $W>0$, show that

$$F'(\Phi(W))=\frac{2}{q\varepsilon N(W)} .$$

**Solution.** The fundamental theorem of calculus gives $d\Phi/dW=qWN(W)/\varepsilon$, which is nonzero. Inverting, $dw/dV=\varepsilon/(qWN(W))$, so

$$F'(\Phi(W))=\frac{2W}{\varepsilon^2}\cdot\frac{\varepsilon}{qWN(W)}=\frac{2}{q\varepsilon N(W)} .$$

In Lean, `hV` is the first derivative, `to_local_left_inverse` inverts it using (b) near $W$, and the product rule differentiates $w^2$. No monotonicity of $N$ is used.

```lean
/-- Profiling equation: for continuous positive doping, `q, ε > 0` and `W > 0`, the slope of
`1/C²` against voltage is `2 / (q ε N(W))`, set by the doping at the depletion edge. -/
theorem hasDerivAt_invSqCap (hq : 0 < q) (hε : 0 < ε)
    (hc : ContinuousOn N (Set.Ici 0)) (hp : ∀ x, 0 ≤ x → 0 < N x) (hW : 0 < W) :
    HasDerivAt (invSqCap q ε N) (2 / (q * ε * N W)) (bandBending q ε N W) := by
  have hN : N W ≠ 0 := (hp W hW.le).ne'
  have hcI : ContinuousOn (fun x => x * N x) (Set.Ioi 0) :=
    continuousOn_id.mul (hc.mono Set.Ioi_subset_Ici_self)
  -- dV/dW = q W N(W) / ε
  have hV : HasStrictDerivAt (bandBending q ε N) (q / ε * (W * N W)) W :=
    (intervalIntegral.integral_hasStrictDerivAt_right (integrable_moment hc le_rfl hW.le)
      (hcI.stronglyMeasurableAtFilter isOpen_Ioi W hW)
      (hcI.continuousAt (Ioi_mem_nhds hW))).const_mul (q / ε)
  have hne : q / ε * (W * N W) ≠ 0 :=
    mul_ne_zero (div_pos hq hε).ne' (mul_ne_zero hW.ne' hN)
  have hev : ∀ᶠ x in 𝓝 W, depletionWidth q ε N (bandBending q ε N x) = x := by
    filter_upwards [Ioi_mem_nhds hW] with x hx
    exact depletionWidth_bandBending hq hε hc hp (le_of_lt hx)
  -- invert to get dW/dV, then differentiate W² / ε²
  have hw := (hV.to_local_left_inverse hne hev).hasDerivAt
  have hf : invSqCap q ε N =
      fun V => depletionWidth q ε N V * depletionWidth q ε N V / ε ^ 2 := by
    funext V
    rw [invSqCap, capacitance, div_pow, one_div_div, pow_two (depletionWidth q ε N V)]
  rw [hf]
  refine ((hw.fun_mul hw).div_const (ε ^ 2)).congr_deriv ?_
  rw [depletionWidth_bandBending hq hε hc hp hW.le]
  field_simp
  ring
```

## (d) Where the tangent vanishes

For $W>0$, show that the tangent at $\Phi(W)$ is zero exactly when

$$V=-\frac q\varepsilon\int_0^W x\,\bigl(N(W)-N(x)\bigr)\,dx .$$

**Solution.** The height is $F(\Phi(W))=W^2/\varepsilon^2$ (`hval`). Dividing it by the slope from (c) gives the zero

$$V=\Phi(W)-\frac{qN(W)W^2}{2\varepsilon}.$$

Writing $W^2/2=\int_0^W x\,dx$ combines the two terms into one integral (`hI`). The identity `key` writes the tangent as slope times distance from this zero.

It would be wrong to replace $\Phi(W)$ by its uniform-doping value $qN(W)W^2/(2\varepsilon)$, which makes the intercept vanish for every profile.

```lean
/-- For continuous positive doping, `q, ε > 0` and `W > 0`, the tangent of `1/C²` against
voltage crosses zero exactly at `V = -(q/ε) ∫₀^W x (N(W) - N(x)) dx`. -/
theorem tangent_eq_zero_iff (hq : 0 < q) (hε : 0 < ε)
    (hc : ContinuousOn N (Set.Ici 0)) (hp : ∀ x, 0 ≤ x → 0 < N x) (hW : 0 < W) (V : ℝ) :
    tangentLine (invSqCap q ε N) (bandBending q ε N W) V = 0 ↔
      V = -(q / ε) * ∫ x in (0 : ℝ)..W, x * (N W - N x) := by
  have hN : N W ≠ 0 := (hp W hW.le).ne'
  have hlin : Continuous (fun x : ℝ => x * N W) := by fun_prop
  have hI : ∫ x in (0 : ℝ)..W, x * (N W - N x) =
      N W * W ^ 2 / 2 - ∫ x in (0 : ℝ)..W, x * N x := by
    simp only [mul_sub]
    rw [intervalIntegral.integral_sub (hlin.intervalIntegrable 0 W)
      (integrable_moment hc le_rfl hW.le), intervalIntegral.integral_mul_const, integral_id]
    ring
  have hval : invSqCap q ε N (bandBending q ε N W) = W ^ 2 / ε ^ 2 := by
    rw [invSqCap, capacitance, depletionWidth_bandBending hq hε hc hp hW.le, div_pow,
      one_div_div]
  -- the tangent is its slope times the distance from the intercept
  have key : ∀ J : ℝ, W ^ 2 / ε ^ 2 + 2 / (q * ε * N W) * (V - q / ε * J) =
      2 / (q * ε * N W) * (V - -(q / ε) * (N W * W ^ 2 / 2 - J)) := by
    intro J
    field_simp
    ring
  have hs : 2 / (q * ε * N W) ≠ 0 :=
    div_ne_zero two_ne_zero (mul_ne_zero (mul_ne_zero hq.ne' hε.ne') hN)
  rw [tangentLine, (hasDerivAt_invSqCap hq hε hc hp hW).deriv, hval, hI, bandBending, key,
    mul_eq_zero, or_iff_right hs, sub_eq_zero]
```

## (e) Increasing doping gives a negative intercept

Let $N$ also be strictly increasing and $W>0$. Show that, besides the slope in (c), the tangent has exactly one zero $V_0$, with $V_0<0$.

**Solution.** For $0<x<W$ we have $x(N(W)-N(x))>0$, so the integral in (d) is positive (`hpos`) and $V_0$ is negative. The equivalence with `V = V₀` expresses uniqueness.

```lean
/-- For continuous, positive, strictly increasing doping, `q, ε > 0` and `W > 0`, the slope of
`1/C²` against voltage is `2 / (q ε N(W))`, and the tangent has a single zero, at negative
voltage. -/
theorem slope_and_negative_intercept (hq : 0 < q) (hε : 0 < ε)
    (hc : ContinuousOn N (Set.Ici 0)) (hp : ∀ x, 0 ≤ x → 0 < N x)
    (hm : StrictMonoOn N (Set.Ici 0)) (hW : 0 < W) :
    HasDerivAt (invSqCap q ε N) (2 / (q * ε * N W)) (bandBending q ε N W) ∧
    ∃ V₀ < 0, ∀ V, tangentLine (invSqCap q ε N) (bandBending q ε N W) V = 0 ↔ V = V₀ := by
  have hint : IntervalIntegrable (fun x => x * (N W - N x)) volume 0 W :=
    integrable_moment (N := fun x => N W - N x) (continuousOn_const.sub hc) le_rfl hW.le
  -- the doping inside the layer is below its value at the edge
  have hpos : 0 < ∫ x in (0 : ℝ)..W, x * (N W - N x) :=
    intervalIntegral.intervalIntegral_pos_of_pos_on hint
      (fun x hx => mul_pos hx.1 (sub_pos.mpr (hm (le_of_lt hx.1) hW.le hx.2))) hW
  refine ⟨hasDerivAt_invSqCap hq hε hc hp hW, _, ?_, tangent_eq_zero_iff hq hε hc hp hW⟩
  have h := mul_pos (div_pos hq hε) hpos
  rw [neg_mul]
  linarith
```

## (f) The apparent built-in potential

With $N$ and $W$ as in (e), plot the curve against reverse bias $R=V-V_{\rm bi}$, where the constant $V_{\rm bi}$ is the band bending at zero bias. Show that the tangent vanishes only at $R=-V_{\rm app}$, with $V_{\rm app}>V_{\rm bi}$.

**Solution.** The change of variable shifts the tangent along the axis (`e`). Its zero moves to $R=V_0-V_{\rm bi}$, so $V_{\rm app}=V_{\rm bi}-V_0>V_{\rm bi}$. Lean takes `Vbi` as any real number and does not derive it from the doping. Holding $V_{\rm bi}$ constant neglects the built-in field of the graded neutral region beyond $W$, where the potential drop changes as the edge moves.

```lean
/-- Let `1/C²` be plotted against the reverse bias `R`, with band bending `Vbi + R`. For
continuous, positive, strictly increasing doping, `q, ε > 0` and `W > 0`, the tangent crosses
zero at `R = -Vapp` with an apparent built-in potential `Vapp` larger than `Vbi`. -/
theorem builtin_potential_overestimated (hq : 0 < q) (hε : 0 < ε)
    (hc : ContinuousOn N (Set.Ici 0)) (hp : ∀ x, 0 ≤ x → 0 < N x)
    (hm : StrictMonoOn N (Set.Ici 0)) (hW : 0 < W) (Vbi : ℝ) :
    ∃ Vapp, Vbi < Vapp ∧ ∀ R, tangentLine (fun r => invSqCap q ε N (Vbi + r))
      (bandBending q ε N W - Vbi) R = 0 ↔ R = -Vapp := by
  obtain ⟨-, V₀, hV₀, h⟩ := slope_and_negative_intercept hq hε hc hp hm hW
  refine ⟨Vbi - V₀, by linarith, fun R => ?_⟩
  -- changing from band bending to bias only shifts the axis
  have e : tangentLine (fun r => invSqCap q ε N (Vbi + r)) (bandBending q ε N W - Vbi) R =
      tangentLine (invSqCap q ε N) (bandBending q ε N W) (Vbi + R) := by
    simp only [tangentLine, deriv_comp_const_add, add_sub_cancel]
    ring
  rw [e, h]
  constructor <;> intro h' <;> linarith
```

## (g) Linear grading

For $N(x)=N_0+ax$ with $N_0>0$, $a\ge0$ and $W>0$, show that the zero is at

$$V=-\frac{qaW^3}{6\varepsilon}.$$

**Solution.** The integral in (d) becomes

$$\int_0^W ax(W-x)\,dx=\frac{aW^3}{2}-\frac{aW^3}{3}=\frac{aW^3}{6}.$$

Multiplying by $-q/\varepsilon$ gives the result. For uniform doping, $a=0$, the intercept is zero and the extrapolation is correct within the depletion approximation. Mobile carriers near the edge, neglected here, shift the intercept by an amount of the order of the thermal voltage $k_BT/q$. The textbook linearly graded p–n junction is a different case: its net doping changes sign at $x=0$, and it depletes to both sides.

```lean
/-- For linearly graded doping `N₀ + a x` with `N₀ > 0`, `a ≥ 0`, `q, ε > 0` and `W > 0`, the
tangent of `1/C²` crosses zero exactly at `V = -q a W³ / (6 ε)`. -/
theorem linear_grading_intercept {N₀ a : ℝ} (hq : 0 < q) (hε : 0 < ε) (hN₀ : 0 < N₀)
    (ha : 0 ≤ a) (hW : 0 < W) (V : ℝ) :
    tangentLine (invSqCap q ε (fun x => N₀ + a * x))
      (bandBending q ε (fun x => N₀ + a * x) W) V = 0 ↔ V = -(q * a * W ^ 3 / (6 * ε)) := by
  have hc : Continuous (fun x : ℝ => N₀ + a * x) := by fun_prop
  have h := tangent_eq_zero_iff hq hε hc.continuousOn
    (fun x hx => add_pos_of_pos_of_nonneg hN₀ (mul_nonneg ha hx)) hW V
  have hI : ∫ x in (0 : ℝ)..W, x * (N₀ + a * W - (N₀ + a * x)) = a * W ^ 3 / 6 := by
    have e : (fun x : ℝ => x * (N₀ + a * W - (N₀ + a * x))) =
        fun x => a * W * x - a * x ^ 2 := by
      funext x
      ring
    have h1 : Continuous (fun x : ℝ => a * W * x) := by fun_prop
    have h2 : Continuous (fun x : ℝ => a * x ^ 2) := by fun_prop
    rw [e, intervalIntegral.integral_sub (h1.intervalIntegrable 0 W)
      (h2.intervalIntegrable 0 W), intervalIntegral.integral_const_mul,
      intervalIntegral.integral_const_mul, integral_id, integral_pow]
    push_cast
    ring
  have e2 : -(q / ε) * (a * W ^ 3 / 6) = -(q * a * W ^ 3 / (6 * ε)) := by ring
  rw [h, hI, e2]

end

end GradedDopingProfile
```

```lean
#print axioms GradedDopingProfile.builtin_potential_overestimated
-- 'GradedDopingProfile.builtin_potential_overestimated' depends on axioms: [propext, Classical.choice, Quot.sound]
#print axioms GradedDopingProfile.linear_grading_intercept
-- 'GradedDopingProfile.linear_grading_intercept' depends on axioms: [propext, Classical.choice, Quot.sound]
```
